# Two or more repulsive contact bosons with distinct Bethe quantum numbers have less energy than the matching free fermions

## The sign of the free-fermion error

Replace the energy of a strongly repulsive one-dimensional Bose gas by that of free fermions, and the error has an unknown sign as long as only the limit of infinite repulsion is known. A limit does not say from which side it is approached. For states of two or more bosons described by the logarithmic Bethe equations with distinct quantum numbers, the free-fermion value is always too high at finite repulsion, and the error can be bounded.

## Contact bosons and their impenetrable limit

Consider \(N\) bosons on a ring of length \(L>0\) with a contact repulsion \(2c\,\delta(x_i-x_j)\) between each pair, \(c>0\), in units where \(\hbar^2/2m=1\). A state is labelled by quantum numbers \(I_j\), and its rapidities \(k_j\) satisfy

\[
L k_j = 2\pi I_j-\sum_l 2\arctan\frac{k_j-k_l}{c}.
\]

The term \(l=j\) is zero. The arctangents are two-body scattering phases, and the energy is \(E=\sum_j k_j^2\).

As \(c\to\infty\) with the other data fixed, the phases vanish and the rapidities become \(q_j=2\pi I_j/L\). These are free-fermion momenta, with energy \(E_F=\sum_j q_j^2\). In the physical model the \(I_j\) are distinct; they are integers for odd \(N\) and half-integers for even \(N\), so for even \(N\) the fermions obey antiperiodic boundary conditions.

## What is stated

In Lean, `I` and `k` are functions `Fin N → ℝ`, that is, lists of \(N\) real numbers. The predicate `BetheEquations c L I k` says that the equations above hold for every `j`. The numbers \(q_j\) are `fermionMomentum L I j`, and `energy` is the sum of squares, applied to either list.

- `energy_lt_iff`: for \(c,L>0\), \(E<E_F\) holds exactly when some two quantum numbers differ.
- `energy_lt_of_distinct`: for \(N\ge2\) and distinct quantum numbers, written `Function.Injective I`, \(\sum_j k_j^2<\sum_j(2\pi I_j/L)^2\).
- `fermion_energy_le`: with \(g=2N/(cL)\), \(E_F\le(1+2g+2g^2)E\).

In the theorems the \(I_j\) may be any real numbers, and their sum need not vanish. `energy_lt_iff` and `fermion_energy_le` even allow repeated values, which solve the equations but describe no physical state. The Bethe equations are a hypothesis: they are not derived from a Hamiltonian, and no general existence of solutions is shown. The comparison is always between states with the same \(I_j\), at finite \(N\).

For this contact-interaction model, the strict inequality gives a check on numerical Bethe solutions: with distinct quantum numbers and \(N\ge2\), an energy at or above \(E_F\) signals an error.

## An exact expression for the energy deficit

Dividing the Bethe equations by \(L\) gives the momentum shifts

\[
q_j-k_j=\frac1L\sum_l 2A_{jl},\qquad A_{jl}=\arctan\frac{k_j-k_l}{c}.
\]

Since \(A_{lj}=-A_{jl}\), summing over \(j\) gives \(\sum_j(q_j-k_j)=0\): the total momentum is unchanged.

Now define the pair sum \(W=\sum_{j,l}(k_j-k_l)A_{jl}\). Exchanging the summation indices gives \(\sum_{j,l}k_lA_{jl}=-\sum_{j,l}k_jA_{jl}\), so \(W=2\sum_{j,l}k_jA_{jl}\). Therefore

\[
\sum_j k_j(q_j-k_j)=\frac{W}{L}.
\]

Summing \(q_j^2-k_j^2=(q_j-k_j)^2+2k_j(q_j-k_j)\) over \(j\) yields

\[
E_F-E=\sum_j(q_j-k_j)^2+\frac{2}{L}W.
\]

For \(c>0\), \(x\) and \(\arctan(x/c)\) have the same sign, so every term of \(W\) is nonnegative, and it is positive when \(k_j\ne k_l\). If \(k_a=k_b\), the equations for \(a\) and \(b\) have the same left side and the same phase sum, which forces \(I_a=I_b\). Different quantum numbers therefore give different rapidities, hence \(W>0\) and \(E<E_F\).

Conversely, let all \(I_j\) be equal, so that every \(q_j\) has one value \(q\). Then

\[
E-E_F=\sum_j(k_j-q)^2-2q\sum_j(q-k_j)=\sum_j(k_j-q)^2\ge0,
\]

by momentum conservation. With no particles, both energies are zero.

Two bosons with \(c=1\), \(L=\pi\) and \(I=(1/2,-1/2)\) have \(k=(1/2,-1/2)\), because \(\pi/2=\pi-2\arctan 1\). Here \(E=1/2\) and \(E_F=2\).

The sign of \(c\) matters. For \(c=-1\), \(L=3\pi\) and the same \(I\), the same \(k\) solves the equations, but now \(E_F=2/9<E\). Hence \(c>0\) cannot be weakened to \(c\ne0\).

## How far below

From \(|\arctan y|\le|y|\) and

\[
\sum_{j,l}(k_j-k_l)^2=2NE-2\Bigl(\sum_jk_j\Bigr)^2\le2NE
\]

we get \(W\le 2NE/c\), so \((2/L)W\le2gE\). The Cauchy–Schwarz inequality applied to each momentum shift gives

\[
\sum_j(q_j-k_j)^2\le\frac{4N}{c^2L^2}\sum_{j,l}(k_j-k_l)^2\le\frac{8N^2}{c^2L^2}E=2g^2E.
\]

Inserting both bounds into the deficit formula gives \(E_F\le(1+2g+2g^2)E\). The parameter \(g\) is twice the density divided by the coupling, so when the repulsion is strong compared with the density, the bound confines \(E_F-E\) to a small fraction of \(E\).

## The Lean file

```lean
import Mathlib

open Real Finset

namespace LiebLinigerEnergy

noncomputable section

variable {N : ℕ} {c L : ℝ} {I k : Fin N → ℝ}

/-- The logarithmic Bethe equations of `N` contact bosons with coupling `c ≠ 0` on a ring of
length `L`, for quantum numbers `I` and rapidities `k`. -/
def BetheEquations (c L : ℝ) (I k : Fin N → ℝ) : Prop :=
  ∀ j, L * k j = 2 * π * I j - ∑ l, 2 * arctan ((k j - k l) / c)

/-- The momenta `2 π I_j / L` of free fermions on a ring of length `L ≠ 0`. -/
def fermionMomentum (L : ℝ) (I : Fin N → ℝ) (j : Fin N) : ℝ := 2 * π * I j / L

/-- The energy `∑ k_j ^ 2`, in units where `ħ² / 2m = 1`. -/
def energy (k : Fin N → ℝ) : ℝ := ∑ j, k j ^ 2

/-- The sum over ordered pairs of relative rapidity times `arctan ((k_j - k_l) / c)`,
for `c ≠ 0`. -/
def pairSum (c : ℝ) (k : Fin N → ℝ) : ℝ :=
  ∑ j, ∑ l, (k j - k l) * arctan ((k j - k l) / c)

/-- Two bosons with `c = 1` on a ring of length `π` and quantum numbers `1/2, -1/2` have
the rapidities `1/2, -1/2`. -/
theorem betheEquations_witness :
    BetheEquations 1 π ![1 / 2, -1 / 2] ![1 / 2, -1 / 2] := by
  have h1 : arctan (((1 / 2 : ℝ) - -1 / 2) / 1) = π / 4 := by
    rw [show ((1 / 2 : ℝ) - -1 / 2) / 1 = 1 by norm_num, arctan_one]
  have h2 : arctan (((-1 / 2 : ℝ) - 1 / 2) / 1) = -(π / 4) := by
    rw [show ((-1 / 2 : ℝ) - 1 / 2) / 1 = -1 by norm_num, arctan_neg, arctan_one]
  unfold BetheEquations
  rw [Fin.forall_fin_two]
  simp only [Fin.sum_univ_two, Matrix.cons_val_zero, Matrix.cons_val_one,
    Matrix.cons_val_fin_one, h1, h2, sub_self, zero_div, arctan_zero]
  constructor <;> ring

/-- The arctangent of a nonnegative number lies between zero and that number. -/
theorem arctan_between {y : ℝ} (hy : 0 ≤ y) : 0 ≤ arctan y ∧ arctan y ≤ y := by
  have h0 : 0 ≤ arctan y := by
    have h := arctan_strictMono.monotone hy
    rwa [arctan_zero] at h
  have h := le_tan h0 (arctan_lt_pi_div_two y)
  rw [tan_arctan] at h
  exact ⟨h0, h⟩

/-- For repulsion `c > 0`, the product `x arctan (x / c)` is positive at every `x ≠ 0`. -/
theorem mul_arctan_pos (hc : 0 < c) {x : ℝ} (hx : x ≠ 0) : 0 < x * arctan (x / c) := by
  rcases lt_or_gt_of_ne hx with h | h
  · have h1 := arctan_strictMono (div_neg_of_neg_of_pos h hc)
    rw [arctan_zero] at h1
    exact mul_pos_of_neg_of_neg h h1
  · have h1 := arctan_strictMono (div_pos h hc)
    rw [arctan_zero] at h1
    exact mul_pos h h1

/-- On a ring of length `L > 0`, each rapidity differs from its free-fermion momentum by the
summed two-body phase shifts divided by `L`. -/
theorem momentum_shift (hL : 0 < L) (h : BetheEquations c L I k) (j : Fin N) :
    fermionMomentum L I j - k j = (∑ l, 2 * arctan ((k j - k l) / c)) / L := by
  have hj := h j
  rw [fermionMomentum, eq_div_iff hL.ne', sub_mul, div_mul_cancel₀ _ hL.ne']
  linarith

/-- For `L > 0`, the total momentum of the bosons equals that of the free fermions with the
same quantum numbers. -/
theorem total_momentum (hL : 0 < L) (h : BetheEquations c L I k) :
    ∑ j, (fermionMomentum L I j - k j) = 0 := by
  -- the phase shifts are odd under exchange of the two particles
  have hodd : ∑ j, ∑ l, 2 * arctan ((k j - k l) / c)
      = -∑ j, ∑ l, 2 * arctan ((k j - k l) / c) := by
    conv_lhs => rw [Finset.sum_comm]
    simp only [← Finset.sum_neg_distrib]
    refine Finset.sum_congr rfl fun j _ => Finset.sum_congr rfl fun l _ => ?_
    rw [show (k l - k j) / c = -((k j - k l) / c) by ring, arctan_neg]
    ring
  have h0 : ∑ j, ∑ l, 2 * arctan ((k j - k l) / c) = 0 := by linarith
  rw [Finset.sum_congr rfl fun j _ => momentum_shift hL h j, ← Finset.sum_div, h0, zero_div]

/-- Weighting the phase shifts by the rapidities and summing gives the pair sum. -/
theorem sum_mul_phase (c : ℝ) (k : Fin N → ℝ) :
    ∑ j, k j * ∑ l, 2 * arctan ((k j - k l) / c) = pairSum c k := by
  have hswap : ∑ j, ∑ l, k l * arctan ((k j - k l) / c)
      = -∑ j, ∑ l, k j * arctan ((k j - k l) / c) := by
    conv_lhs => rw [Finset.sum_comm]
    simp only [← Finset.sum_neg_distrib]
    refine Finset.sum_congr rfl fun j _ => Finset.sum_congr rfl fun l _ => ?_
    rw [show (k l - k j) / c = -((k j - k l) / c) by ring, arctan_neg]
    ring
  have h1 : ∑ j, k j * ∑ l, 2 * arctan ((k j - k l) / c)
      = 2 * ∑ j, ∑ l, k j * arctan ((k j - k l) / c) := by
    simp only [Finset.mul_sum]
    refine Finset.sum_congr rfl fun j _ => Finset.sum_congr rfl fun l _ => ?_
    ring
  have h2 : pairSum c k = ∑ j, ∑ l, k j * arctan ((k j - k l) / c)
      - ∑ j, ∑ l, k l * arctan ((k j - k l) / c) := by
    simp only [pairSum, sub_mul, Finset.sum_sub_distrib]
  linarith

/-- For `L > 0`, the free-fermion energy minus the boson energy is the sum of the squared momentum
shifts plus `2 / L` times the pair sum. -/
theorem energy_deficit (hL : 0 < L) (h : BetheEquations c L I k) :
    energy (fermionMomentum L I) - energy k
      = ∑ j, (fermionMomentum L I j - k j) ^ 2 + 2 / L * pairSum c k := by
  have hw : ∑ j, k j * (fermionMomentum L I j - k j) = pairSum c k / L := by
    rw [← sum_mul_phase, Finset.sum_div]
    refine Finset.sum_congr rfl fun j _ => ?_
    rw [momentum_shift hL h j, mul_div_assoc]
  calc energy (fermionMomentum L I) - energy k
      = ∑ j, ((fermionMomentum L I j - k j) ^ 2
          + 2 * (k j * (fermionMomentum L I j - k j))) := by
        unfold energy
        rw [← Finset.sum_sub_distrib]
        exact Finset.sum_congr rfl fun j _ => by ring
    _ = _ := by
        rw [Finset.sum_add_distrib, ← Finset.mul_sum, hw]
        ring

/-- For `c, L > 0`, the boson energy lies strictly below the free-fermion energy with the same
quantum numbers exactly when these quantum numbers are not all equal. -/
theorem energy_lt_iff (hc : 0 < c) (hL : 0 < L) (h : BetheEquations c L I k) :
    energy k < energy (fermionMomentum L I) ↔ ∃ a b, I a ≠ I b := by
  constructor
  · intro hlt
    by_contra hne
    have hI : ∀ a b, I a = I b := fun a b => by
      by_contra hab
      exact hne ⟨a, b, hab⟩
    rcases isEmpty_or_nonempty (Fin N) with hN | ⟨⟨a⟩⟩
    · simp [energy] at hlt
    · -- equal momenta minimise the energy at fixed total momentum
      have h0 : ∑ j, ((k j - fermionMomentum L I j) ^ 2
          - 2 * fermionMomentum L I a * (fermionMomentum L I j - k j))
          = energy k - energy (fermionMomentum L I) := by
        unfold energy
        rw [← Finset.sum_sub_distrib]
        refine Finset.sum_congr rfl fun j _ => ?_
        have hj : fermionMomentum L I a = fermionMomentum L I j := by
          unfold fermionMomentum
          rw [hI a j]
        rw [hj]
        ring
      rw [Finset.sum_sub_distrib, ← Finset.mul_sum, total_momentum hL h] at h0
      have h1 : 0 ≤ ∑ j, (k j - fermionMomentum L I j) ^ 2 :=
        Finset.sum_nonneg fun j _ => sq_nonneg _
      linarith
  · rintro ⟨a, b, hab⟩
    -- different quantum numbers force different rapidities
    have hk : k a - k b ≠ 0 := by
      intro h0
      have ha := h a
      have hb := h b
      rw [sub_eq_zero.mp h0] at ha
      exact hab (mul_left_cancel₀ (by positivity : 2 * π ≠ 0) (by linarith))
    have hn : ∀ j l, 0 ≤ (k j - k l) * arctan ((k j - k l) / c) := fun j l => by
      by_cases h0 : k j - k l = 0
      · simp [h0]
      · exact (mul_arctan_pos hc h0).le
    have hp : 0 < pairSum c k :=
      Finset.sum_pos' (fun j _ => Finset.sum_nonneg fun l _ => hn j l)
        ⟨a, Finset.mem_univ a, Finset.sum_pos' (fun l _ => hn a l)
          ⟨b, Finset.mem_univ b, mul_arctan_pos hc hk⟩⟩
    have hd := energy_deficit hL h
    have h1 : 0 ≤ ∑ j, (fermionMomentum L I j - k j) ^ 2 :=
      Finset.sum_nonneg fun j _ => sq_nonneg _
    have h2 : 0 < 2 / L * pairSum c k := by positivity
    linarith

/-- For `c, L > 0`, at least two bosons with distinct quantum numbers have an energy strictly
below that of the free fermions. -/
theorem energy_lt_of_distinct (hc : 0 < c) (hL : 0 < L) (hN : 2 ≤ N)
    (hI : Function.Injective I) (h : BetheEquations c L I k) :
    ∑ j, k j ^ 2 < ∑ j, (2 * π * I j / L) ^ 2 := by
  refine (energy_lt_iff hc hL h).mpr ⟨⟨0, by omega⟩, ⟨1, by omega⟩, fun h0 => ?_⟩
  have h1 := congrArg Fin.val (hI h0)
  simp at h1

/-- For `c, L > 0`, the free-fermion energy is at most `1 + 2 g + 2 g ^ 2` times the boson
energy, where `g = 2 N / (c L)`. -/
theorem fermion_energy_le (hc : 0 < c) (hL : 0 < L) (h : BetheEquations c L I k) :
    energy (fermionMomentum L I)
      ≤ (1 + 2 * (2 * N / (c * L)) + 2 * (2 * N / (c * L)) ^ 2) * energy k := by
  have hat : ∀ y : ℝ, y * arctan y ≤ y ^ 2 ∧ arctan y ^ 2 ≤ y ^ 2 := fun y => by
    rcases le_total 0 y with hy | hy
    · obtain ⟨h0, h1⟩ := arctan_between hy
      constructor <;> nlinarith
    · obtain ⟨h0, h1⟩ := arctan_between (neg_nonneg.mpr hy)
      rw [arctan_neg] at h0 h1
      constructor <;> nlinarith
  -- the squared relative rapidities are controlled by the energy
  have h3 : ∑ j, ∑ l, (k j - k l) ^ 2 ≤ 2 * N * energy k := by
    have he : ∑ j, ∑ l, (k j - k l) ^ 2 = 2 * N * energy k - 2 * (∑ j, k j) ^ 2 := by
      simp only [energy, sub_sq, Finset.sum_add_distrib, Finset.sum_sub_distrib,
        ← Finset.mul_sum, ← Finset.sum_mul, Finset.sum_const, Finset.card_univ,
        Fintype.card_fin, nsmul_eq_mul]
      ring
    nlinarith [sq_nonneg (∑ j, k j)]
  have h2 : pairSum c k ≤ 1 / c * ∑ j, ∑ l, (k j - k l) ^ 2 := by
    simp only [pairSum, Finset.mul_sum]
    refine Finset.sum_le_sum fun j _ => Finset.sum_le_sum fun l _ => ?_
    calc (k j - k l) * arctan ((k j - k l) / c)
        = c * ((k j - k l) / c * arctan ((k j - k l) / c)) := by field_simp
      _ ≤ c * ((k j - k l) / c) ^ 2 := mul_le_mul_of_nonneg_left (hat _).1 hc.le
      _ = 1 / c * (k j - k l) ^ 2 := by field_simp
  -- Cauchy-Schwarz for the momentum shifts
  have h1 : ∑ j, (fermionMomentum L I j - k j) ^ 2
      ≤ 4 * N / (c * L) ^ 2 * ∑ j, ∑ l, (k j - k l) ^ 2 := by
    rw [Finset.mul_sum]
    refine Finset.sum_le_sum fun j _ => ?_
    have hs : (∑ l, 2 * arctan ((k j - k l) / c)) ^ 2
        ≤ N * ∑ l, (2 * arctan ((k j - k l) / c)) ^ 2 := by
      simpa using sq_sum_le_card_mul_sum_sq (s := (Finset.univ : Finset (Fin N)))
        (f := fun l => 2 * arctan ((k j - k l) / c))
    have ht : ∑ l, (2 * arctan ((k j - k l) / c)) ^ 2
        ≤ 4 / c ^ 2 * ∑ l, (k j - k l) ^ 2 := by
      rw [Finset.mul_sum]
      refine Finset.sum_le_sum fun l _ => ?_
      calc (2 * arctan ((k j - k l) / c)) ^ 2 = 4 * arctan ((k j - k l) / c) ^ 2 := by ring
        _ ≤ 4 * ((k j - k l) / c) ^ 2 := mul_le_mul_of_nonneg_left (hat _).2 (by norm_num)
        _ = 4 / c ^ 2 * (k j - k l) ^ 2 := by ring
    rw [momentum_shift hL h j, div_pow]
    calc (∑ l, 2 * arctan ((k j - k l) / c)) ^ 2 / L ^ 2
        ≤ (N * (4 / c ^ 2 * ∑ l, (k j - k l) ^ 2)) / L ^ 2 :=
          div_le_div_of_nonneg_right
            (hs.trans (mul_le_mul_of_nonneg_left ht (Nat.cast_nonneg N))) (sq_nonneg L)
      _ = 4 * N / (c * L) ^ 2 * ∑ l, (k j - k l) ^ 2 := by ring
  have h4 := mul_le_mul_of_nonneg_left h2 (by positivity : 0 ≤ 2 / L)
  have h5 := mul_le_mul_of_nonneg_left h3
    (by positivity : 0 ≤ 4 * N / (c * L) ^ 2 + 2 / L * (1 / c))
  have hd := energy_deficit hL h
  calc energy (fermionMomentum L I)
      ≤ energy k + (4 * N / (c * L) ^ 2 + 2 / L * (1 / c)) * (2 * N * energy k) := by
        linarith
    _ = _ := by ring

end

end LiebLinigerEnergy
```

```lean
#print axioms LiebLinigerEnergy.energy_lt_of_distinct
#print axioms LiebLinigerEnergy.fermion_energy_le
```

```
'LiebLinigerEnergy.energy_lt_of_distinct' depends on axioms: [propext, Classical.choice, Quot.sound]
'LiebLinigerEnergy.fermion_energy_le' depends on axioms: [propext, Classical.choice, Quot.sound]
```

## How the lemmas fit together

`betheEquations_witness` verifies the two-boson solution. It evaluates the arctangents at \(\pm1\), and `ring` settles the two remaining equations.

`arctan_between` gives \(0\le\arctan y\le y\) for \(y\ge0\), from monotonicity and from \(x\le\tan x\) at \(x=\arctan y\). `mul_arctan_pos` treats the two signs of \(x\) separately to show that a pair term is positive.

`momentum_shift` is the Bethe equation solved for \(q_j-k_j\). In `total_momentum`, `Finset.sum_comm` exchanges the two summations and `arctan_neg` supplies the oddness. The double sum thus equals its own negative, and `linarith` concludes that it is zero. `sum_mul_phase` uses the same exchange to turn the rapidity-weighted phases into `pairSum`, which is \(W\).

`energy_deficit` expands the difference of squares term by term and inserts \(W/L\) for the cross term.

In `energy_lt_iff`, the forward direction assumes that no two quantum numbers differ and contradicts the strict inequality, with the empty system treated separately. The reverse direction first proves `hk`, that the two rapidities differ. `Finset.sum_pos'` then needs only nonnegative terms and one positive term, so it is applied once to the inner sum and once to the outer. `energy_lt_of_distinct` picks the particles with indices 0 and 1, which exist because \(N\ge2\).

In `fermion_energy_le`, `hat` collects the two arctangent estimates for both signs of \(y\). The steps `h3`, `h2` and `h1` bound the squared rapidity differences, the pair sum and the momentum shifts respectively; `sq_sum_le_card_mul_sum_sq` is the Cauchy–Schwarz step. The final `calc` combines them with `energy_deficit`, and `ring` rewrites the coefficient in terms of \(2N/(cL)\).
